# The vertex equation Γ = B + S(GΓG) for a Dyson equation with linear self-energy

To obtain the linear response of a self-consistent propagator without solving the Dyson equation again at a shifted source, one can solve a linear equation for the vertex Γ, provided that its solution is unique, and then form GΓG. The Lean file below proves that the vertex and the response satisfy these relations for finite matrices, when the self-energy is linear in the propagator and the solution is differentiable in the source strength.

```lean
import Mathlib

open Filter Topology

namespace HedinVertex

noncomputable section

variable {n : Type*} [Fintype n] [DecidableEq n]

/-- The matrix family `F` has the derivative `F'` at the source strength `s`, entry by entry. -/
def HasMatrixDeriv (F : ℝ → Matrix n n ℂ) (F' : Matrix n n ℂ) (s : ℝ) : Prop :=
  ∀ i j, HasDerivAt (fun t => F t i j) (F' i j) s

/-- The Dyson equation at source strength `s`: the propagator `G s` is inverse to
`A - s B - S (G s)`, with source `B` and self-energy map `S`. -/
def SolvesDyson (A B : Matrix n n ℂ) (S : Matrix n n ℂ →ₗ[ℂ] Matrix n n ℂ)
    (G : ℝ → Matrix n n ℂ) (s : ℝ) : Prop :=
  G s * (A - (s : ℂ) • B - S (G s)) = 1

/-- The vertex: minus the derivative of the inverse propagator with respect to the source. -/
def vertex (G : ℝ → Matrix n n ℂ) (s : ℝ) : Matrix n n ℂ :=
  Matrix.of fun i j => -deriv (fun t => (G t)⁻¹ i j) s

/-- The source strength, read as a complex number, has derivative one. -/
theorem hasDerivAt_source (s : ℝ) : HasDerivAt (fun t : ℝ => (t : ℂ)) 1 s := by
  have h := (hasDerivAt_id s).ofReal_comp
  simpa using h

omit [DecidableEq n] in
/-- The product rule for matrix families, with the order of the factors kept. -/
theorem HasMatrixDeriv.mul {F H : ℝ → Matrix n n ℂ} {F' H' : Matrix n n ℂ} {s : ℝ}
    (hF : HasMatrixDeriv F F' s) (hH : HasMatrixDeriv H H' s) :
    HasMatrixDeriv (fun t => F t * H t) (F' * H s + F s * H') s := by
  intro i j
  simp only [Matrix.mul_apply, Matrix.add_apply, ← Finset.sum_add_distrib]
  exact HasDerivAt.fun_sum fun k _ => (hF i k).fun_mul (hH k j)

/-- The chain rule through a linear self-energy map: `S (F t)` has the derivative `S F'`. -/
theorem HasMatrixDeriv.map {F : ℝ → Matrix n n ℂ} {F' : Matrix n n ℂ} {s : ℝ}
    (hF : HasMatrixDeriv F F' s) (S : Matrix n n ℂ →ₗ[ℂ] Matrix n n ℂ) :
    HasMatrixDeriv (fun t => S (F t)) (S F') s := by
  intro i j
  -- expand the argument of `S` in matrix units
  have key : ∀ X : Matrix n n ℂ,
      S X i j = ∑ k, ∑ l, X k l * S (Matrix.single k l 1) i j := by
    intro X
    have h1 : ∀ k l, Matrix.single k l (X k l) = X k l • Matrix.single k l (1 : ℂ) :=
      fun k l => by rw [Matrix.smul_single, smul_eq_mul, mul_one]
    conv_lhs => rw [Matrix.matrix_eq_sum_single X]
    simp only [h1, map_sum, map_smul, Matrix.sum_apply, Matrix.smul_apply, smul_eq_mul]
  have hfun : (fun t => S (F t) i j) =
      fun t => ∑ k, ∑ l, F t k l * S (Matrix.single k l 1) i j :=
    funext fun t => key (F t)
  show HasDerivAt (fun t => S (F t) i j) (S F' i j) s
  rw [hfun, key F']
  exact HasDerivAt.fun_sum fun k _ => HasDerivAt.fun_sum fun l _ => (hF k l).mul_const _

/-- If a solution `G` of the Dyson equation near `s` has derivative `G'` at `s`, its inverse has
derivative `-(B + S G')`. -/
theorem hasMatrixDeriv_inv {A B G' : Matrix n n ℂ} {S : Matrix n n ℂ →ₗ[ℂ] Matrix n n ℂ}
    {G : ℝ → Matrix n n ℂ} {s : ℝ} (hG : HasMatrixDeriv G G' s)
    (hD : ∀ᶠ t in 𝓝 s, SolvesDyson A B S G t) :
    HasMatrixDeriv (fun t => (G t)⁻¹) (-(B + S G')) s := by
  intro i j
  have h1 : HasDerivAt (fun t : ℝ => A i j - (t : ℂ) * B i j - S (G t) i j)
      (0 - 1 * B i j - S G' i j) s :=
    ((hasDerivAt_const s (A i j)).fun_sub
      ((hasDerivAt_source s).mul_const (B i j))).fun_sub (hG.map S i j)
  refine (h1.congr_of_eventuallyEq ?_).congr_deriv ?_
  · filter_upwards [hD] with t ht
    have hinv : (G t)⁻¹ = A - (t : ℂ) • B - S (G t) := Matrix.inv_eq_right_inv ht
    rw [hinv]
    simp only [Matrix.sub_apply, Matrix.smul_apply, smul_eq_mul]
  · simp only [Matrix.neg_apply, Matrix.add_apply]
    ring

/-- If a propagator, invertible near `s`, has derivative `G'` at `s` and its inverse has derivative
`-Γ` there, then `G'` equals `G Γ G`. -/
theorem deriv_eq_propagator_vertex_propagator {G : ℝ → Matrix n n ℂ} {G' Γ : Matrix n n ℂ}
    {s : ℝ} (hG : HasMatrixDeriv G G' s) (hI : HasMatrixDeriv (fun t => (G t)⁻¹) (-Γ) s)
    (hu : ∀ᶠ t in 𝓝 s, IsUnit (G t).det) : G' = G s * Γ * G s := by
  -- differentiate `G G⁻¹ = 1`
  have hz : G' * (G s)⁻¹ + G s * (-Γ) = 0 := by
    ext i j
    refine (hG.mul hI i j).unique
      ((hasDerivAt_const s ((1 : Matrix n n ℂ) i j)).congr_of_eventuallyEq ?_)
    filter_upwards [hu] with t ht
    show (G t * (G t)⁻¹) i j = (1 : Matrix n n ℂ) i j
    rw [Matrix.mul_nonsing_inv _ ht]
  rw [mul_neg, add_neg_eq_zero] at hz
  have hs : (G s)⁻¹ * G s = 1 := Matrix.nonsing_inv_mul _ hu.self_of_nhds
  calc G' = G' * ((G s)⁻¹ * G s) := by rw [hs, mul_one]
    _ = G s * Γ * G s := by rw [← mul_assoc, hz]

/-- For a differentiable solution of the Dyson equation, the inverse propagator has derivative
`-Γ`, the propagator has derivative `G Γ G`, and the vertex obeys `Γ = B + S (G Γ G)`. -/
theorem vertex_equation {A B G' : Matrix n n ℂ} {S : Matrix n n ℂ →ₗ[ℂ] Matrix n n ℂ}
    {G : ℝ → Matrix n n ℂ} {s : ℝ} (hG : HasMatrixDeriv G G' s)
    (hD : ∀ᶠ t in 𝓝 s, SolvesDyson A B S G t) :
    HasMatrixDeriv (fun t => (G t)⁻¹) (-vertex G s) s ∧
      G' = G s * vertex G s * G s ∧
      vertex G s = B + S (G s * vertex G s * G s) := by
  have hI := hasMatrixDeriv_inv hG hD
  have hv : vertex G s = B + S G' := by
    ext i j
    have h : HasDerivAt (fun t => (G t)⁻¹ i j) (-((B + S G') i j)) s := hI i j
    show -deriv (fun t => (G t)⁻¹ i j) s = (B + S G') i j
    rw [h.deriv, neg_neg]
  rw [← hv] at hI
  have hu : ∀ᶠ t in 𝓝 s, IsUnit (G t).det := by
    filter_upwards [hD] with t ht
    exact Matrix.isUnit_det_of_right_inverse ht
  have hW := deriv_eq_propagator_vertex_propagator hG hI hu
  exact ⟨hI, hW, by rw [← hW]; exact hv⟩

/-- If a solution `G` of the Dyson equation near `s` has derivative `G'` at `s`, this linear
response obeys an equation of Bethe-Salpeter form, `G' = G B G + G S(G') G`. -/
theorem bethe_salpeter {A B G' : Matrix n n ℂ} {S : Matrix n n ℂ →ₗ[ℂ] Matrix n n ℂ}
    {G : ℝ → Matrix n n ℂ} {s : ℝ} (hG : HasMatrixDeriv G G' s)
    (hD : ∀ᶠ t in 𝓝 s, SolvesDyson A B S G t) :
    G' = G s * B * G s + G s * S G' * G s := by
  obtain ⟨_, hW, hV⟩ := vertex_equation hG hD
  rw [← hW] at hV
  rw [hV, mul_add, add_mul] at hW
  exact hW

/-- Conversely, if the vertex equation holds at every source strength along a differentiable
family of invertible propagators, the family solves a Dyson equation with some fixed `A`. -/
theorem dyson_of_vertex_equation {B : Matrix n n ℂ} {S : Matrix n n ℂ →ₗ[ℂ] Matrix n n ℂ}
    {G G' Γ : ℝ → Matrix n n ℂ} (hG : ∀ s, HasMatrixDeriv G (G' s) s)
    (hI : ∀ s, HasMatrixDeriv (fun t => (G t)⁻¹) (-Γ s) s)
    (hu : ∀ s, IsUnit (G s).det) (hV : ∀ s, Γ s = B + S (G s * Γ s * G s)) :
    ∃ A, ∀ s, SolvesDyson A B S G s := by
  refine ⟨(G 0)⁻¹ + S (G 0), fun s => ?_⟩
  have hA : (G 0)⁻¹ + S (G 0) - (s : ℂ) • B - S (G s) = (G s)⁻¹ := by
    ext i j
    -- each entry of `G⁻¹ + t B + S(G)` has zero derivative
    have hd : ∀ t : ℝ, HasDerivAt
        (fun t : ℝ => (G t)⁻¹ i j + (t : ℂ) * B i j + S (G t) i j) 0 t := by
      intro t
      have hW := deriv_eq_propagator_vertex_propagator (hG t) (hI t) (Eventually.of_forall hu)
      have hV' : Γ t = B + S (G' t) := by rw [hW]; exact hV t
      have hij : Γ t i j = B i j + S (G' t) i j := congrFun (congrFun hV' i) j
      have h1 : HasDerivAt (fun t => (G t)⁻¹ i j) (-(Γ t i j)) t := hI t i j
      refine ((h1.fun_add ((hasDerivAt_source t).mul_const (B i j))).fun_add
        ((hG t).map S i j)).congr_deriv ?_
      linear_combination -hij
    have hc := is_const_of_deriv_eq_zero (fun t => (hd t).differentiableAt)
      (fun t => (hd t).deriv) s 0
    simp only [Complex.ofReal_zero, zero_mul, add_zero] at hc
    simp only [Matrix.sub_apply, Matrix.add_apply, Matrix.smul_apply, smul_eq_mul]
    linear_combination -hc
  unfold SolvesDyson
  rw [hA, Matrix.mul_nonsing_inv _ (hu s)]

/-- A two-level self-energy map: half of the off-diagonal part of the propagator. -/
def offDiagonalSelfEnergy : Matrix (Fin 2) (Fin 2) ℂ →ₗ[ℂ] Matrix (Fin 2) (Fin 2) ℂ where
  toFun X := !![0, X 0 1 / 2; X 1 0 / 2, 0]
  map_add' X Y := by
    ext i j
    fin_cases i <;> fin_cases j <;> simp [add_div]
  map_smul' c X := by
    ext i j
    fin_cases i <;> fin_cases j <;> simp [mul_div_assoc]

/-- The two-level family `G(t) = [[1, t], [0, 1]]` is differentiable and solves the Dyson
equation with the off-diagonal self-energy; its vertex is twice the source matrix. -/
theorem vertex_equation_witness (s : ℝ) :
    let G : ℝ → Matrix (Fin 2) (Fin 2) ℂ := fun t => !![1, (t : ℂ); 0, 1]
    let B : Matrix (Fin 2) (Fin 2) ℂ := !![0, 1 / 2; 0, 0]
    HasMatrixDeriv G !![0, 1; 0, 0] s ∧
      (∀ t, SolvesDyson 1 B offDiagonalSelfEnergy G t) ∧
      vertex G s = (2 : ℂ) • B := by
  intro G B
  have hG : HasMatrixDeriv G !![0, 1; 0, 0] s := by
    intro i j
    fin_cases i <;> fin_cases j
    · exact hasDerivAt_const s (1 : ℂ)
    · exact hasDerivAt_source s
    · exact hasDerivAt_const s (0 : ℂ)
    · exact hasDerivAt_const s (1 : ℂ)
  have hD : ∀ t, SolvesDyson 1 B offDiagonalSelfEnergy G t := by
    intro t
    have hinv : 1 - (t : ℂ) • B - offDiagonalSelfEnergy (G t) = !![1, -(t : ℂ); 0, 1] := by
      ext i j
      fin_cases i <;> fin_cases j <;> simp [G, B, offDiagonalSelfEnergy]
      ring
    unfold SolvesDyson
    rw [hinv]
    ext i j
    fin_cases i <;> fin_cases j <;> simp [G, Matrix.mul_apply, Fin.sum_univ_succ]
  refine ⟨hG, hD, ?_⟩
  obtain ⟨_, hW, hV⟩ := vertex_equation hG (Eventually.of_forall hD)
  rw [← hW] at hV
  rw [hV]
  ext i j
  fin_cases i <;> fin_cases j <;> simp [B, offDiagonalSelfEnergy]
  norm_num

end

end HedinVertex
```

```lean
#print axioms HedinVertex.bethe_salpeter
#print axioms HedinVertex.dyson_of_vertex_equation
```

```
'HedinVertex.bethe_salpeter' depends on axioms: [propext, Classical.choice, Quot.sound]
'HedinVertex.dyson_of_vertex_equation' depends on axioms: [propext, Classical.choice, Quot.sound]
```

## A propagator in a tunable source

The propagator G(s) is a complex n×n matrix that depends on a real source strength s. It solves

G(s) (A − sB − S(G(s))) = 1.

Here A is the inverse propagator without source and self-energy, for instance i∂ₜ − h discretised on a finite space-time grid, with a one-particle Hamiltonian h; the matrix indices then label the grid points. The matrix B is the direction of the perturbation, and S turns a propagator into a self-energy. The vertex is

Γ(s) = −d(G(s)⁻¹)/ds.

Hedin's vertex equation contains the functional derivative δΣ/δG of the self-energy Σ. Here Σ = S(G) with S linear, so that derivative is S itself, the same at every G. On a finite space-time grid this covers a Fock term with a fixed interaction, or a GW self-energy with the screened interaction W held frozen. The Fock term uses the equal-time part of G, which the propagator at a single frequency does not supply. A linear S does not cover a W that is updated with G, and Hedin's other equations, for W and the polarisation, do not appear. If B is a change of the external potential, S has to include the Hartree term; if B is a change of the total potential, meaning external plus Hartree, S contains only exchange and correlation, and the Hartree potential at s = 0 is part of h in A.

## From the Dyson equation to the vertex

Write G′ for dG/ds. Two rules of calculus are needed. The product rule keeps the order of the factors:

(FH)′ = F′H + FH′.

The chain rule through S follows from linearity. With E_kl the matrix that has a single 1 at position (k, l),

S(X)_ij = Σ_kl X_kl S(E_kl)_ij.

The coefficients S(E_kl)_ij are constants, so S(G) has derivative S(G′).

The Dyson equation says that G⁻¹ = A − sB − S(G) near the point considered. Differentiating gives

d(G⁻¹)/ds = −B − S(G′),

and therefore

Γ = B + S(G′).

Next, differentiate G G⁻¹ = 1:

G′ G⁻¹ − G Γ = 0.

Multiplying by G from the right gives

G′ = G Γ G.

Inserting this into the expression for Γ yields the vertex equation

Γ = B + S(G Γ G).

Inserting Γ = B + S(G′) into G′ = GΓG instead gives an equation of Bethe–Salpeter form for the response:

G′ = G B G + G S(G′) G.

## What the theorems assume and conclude

The index type `n` is any finite type, and `S` is a complex-linear map on matrices. No Hermiticity is required of `A`, `B` or `G`. `HasMatrixDeriv F F' s` says that every entry of `F` has the corresponding entry of `F'` as its derivative at `s`, so no matrix norm has to be chosen.

`SolvesDyson` states the Dyson equation as a product equal to 1. For square matrices a one-sided inverse is two-sided, so this already makes `G s` invertible.

The main theorem, `vertex_equation`, has two hypotheses. The first, `hG`, is that `G` has derivative `G'` at `s`; differentiability of the self-consistent solution is assumed, not derived. Physically, it means that the solution has a finite linear response to the source at this point. The second, `hD`, is that the Dyson equation holds for all source strengths in some neighbourhood of `s`, which is what `∀ᶠ t in 𝓝 s` expresses.

The conclusion has three parts: G⁻¹ has derivative −Γ, G′ = GΓG, and Γ = B + S(GΓG). The first part matters because `vertex` is defined through Lean's `deriv`, which returns zero where no derivative exists; here the derivative is shown to exist.

The theorem does not say that the vertex equation has only one solution. A numerical solution of it can be identified with Γ once the linear system is known to be nonsingular.

## How the Lean proof follows the calculation

`HasMatrixDeriv.mul` writes a matrix product as a finite sum and applies the product rule for complex-valued functions to each term. `HasMatrixDeriv.map` proves the expansion in matrix units as `key` and differentiates the resulting sum.

`hasMatrixDeriv_inv` differentiates A − tB − S(G(t)) entry by entry. It then uses `congr_of_eventuallyEq` to transfer the derivative to G⁻¹, since the two agree near `s`. `deriv_eq_propagator_vertex_propagator` computes the derivative of G G⁻¹ twice, by the product rule and as that of a constant, and equates the results by uniqueness of derivatives. `vertex_equation` combines these lemmas, and `bethe_salpeter` performs the final substitution.

## Recovering a Dyson equation from the vertex equation

`dyson_of_vertex_equation` goes the other way. Suppose that at every real s the matrix G(s) is invertible and differentiable, its inverse has derivative −Γ(s), and the vertex equation holds. Then

d/ds (G⁻¹ + sB + S(G)) = −Γ + B + S(GΓG) = 0.

The bracket is therefore constant, and its value at s = 0 supplies

A = G(0)⁻¹ + S(G(0)).

Lean applies `is_const_of_deriv_eq_zero` to each entry and rearranges the result into the Dyson equation.

## A two-level family with vertex 2B

`vertex_equation_witness` gives an explicit case with a nonzero self-energy. Writing matrices row by row, take A = 1 and

G(t) = [[1, t], [0, 1]],  B = [[0, 1/2], [0, 0]],

and let S keep half of the off-diagonal part of its argument. Then

A − tB − S(G(t)) = [[1, −t], [0, 1]] = G(t)⁻¹,

because the source and the self-energy each contribute −t/2. The response is G′ = [[0, 1], [0, 0]], so S(G′) = B and

Γ = B + S(G′) = 2B.

The self-energy doubles the bare vertex at every source strength. The matrices are not Hermitian; the family is an algebraic example, not a model of a particular two-level system.
